# A sharp uniform bound on the change in the PBE exchange factor when its gradient constant changes

The PBE exchange enhancement factor at reduced density gradient $s$ is

$$F_\mu(s) = 1+\kappa-\frac{\kappa}{1+\mu s^2/\kappa}.$$

It multiplies the exchange energy density of the uniform electron gas. The gradient constant $\mu$ sets the small-gradient behaviour, $F_\mu \approx 1+\mu s^2$, and $\kappa$ sets the large-gradient limit $1+\kappa$. In Lean the factor is `pbeFactor κ μ s`, with all arguments real and dimensionless.

```lean
import Mathlib

open Finset

namespace PBEGradientConstant

noncomputable section

/-- The PBE exchange enhancement factor at reduced gradient `s`, with parameters `κ` and `μ`;
the domain is `κ > 0`, `μ ≥ 0`. -/
def pbeFactor (κ μ s : ℝ) : ℝ := 1 + κ - κ / (1 + μ * s ^ 2 / κ)
```

The exchange energy of a spin-unpolarized density is taken as a code evaluates it on a quadrature grid, as a finite sum over grid points $i$ with weights $w_i$, uniform-gas exchange energy densities $e_i$ and reduced gradients $s_i$.

```lean
/-- The exchange energy on a quadrature grid with weights `w`, uniform-gas exchange energy
densities `e` and reduced gradients `s`; the domain is `κ > 0`, `μ ≥ 0`. -/
def gridExchange {ι : Type*} [Fintype ι] (w e s : ι → ℝ) (κ μ : ℝ) : ℝ :=
  ∑ i, w i * e i * pbeFactor κ μ (s i)
```

Two codes use constants $m$ and $m'$ with the same $\kappa$. For positive $\kappa$, $m$ and $m'$, the factors satisfy at every real $s$

$$|F_m(s)-F_{m'}(s)| \le \kappa\,\frac{|\sqrt m-\sqrt{m'}|}{\sqrt m+\sqrt{m'}}.$$

## Positive κ: a finite ceiling on the enhancement

Physically, $\kappa>0$ says that gradients enhance exchange, up to a finite ceiling. PBE takes $\kappa=0.804$ so that the factor respects a local form of the Lieb–Oxford bound.

By hand, $\kappa>0$ allows the inner fraction to be cleared, $F_\mu = 1+\kappa-\kappa^2/(\kappa+\mu s^2)$, and keeps the denominators positive. Subtracting gives

$$F_m-F_{m'}=\frac{\kappa^2}{\kappa+m's^2}-\frac{\kappa^2}{\kappa+ms^2}=\frac{\kappa^2(m-m')s^2}{(\kappa+ms^2)(\kappa+m's^2)}.$$

In the proof, `hκ` enters through `positivity`, which shows that the denominators are nonzero. The equations `e1` and `e2` clear the inner fractions, and `field_simp` and `ring` finish the identity.

```lean
/-- For positive parameters, the difference of two PBE factors with gradient constants `m`
and `m'`, written over a common denominator. -/
theorem pbeFactor_sub {κ m m' : ℝ} (hκ : 0 < κ) (hm : 0 < m) (hm' : 0 < m') (s : ℝ) :
    pbeFactor κ m s - pbeFactor κ m' s =
      κ ^ 2 * (m - m') * s ^ 2 / ((κ + m * s ^ 2) * (κ + m' * s ^ 2)) := by
  have h1 : κ + m * s ^ 2 ≠ 0 := by positivity
  have h2 : κ + m' * s ^ 2 ≠ 0 := by positivity
  have e1 : 1 + m * s ^ 2 / κ = (κ + m * s ^ 2) / κ := by field_simp
  have e2 : 1 + m' * s ^ 2 / κ = (κ + m' * s ^ 2) / κ := by field_simp
  unfold pbeFactor
  rw [e1, e2]
  field_simp
  ring
```

For $\kappa<0$ and $m\ne m'$ the bound fails, because its right-hand side is negative.

## Positive gradient constants: enhancement that grows with s

A positive $\mu$ makes the factor rise from 1 as the density becomes less uniform. By hand, positivity allows $a=\sqrt m$ and $b=\sqrt{m'}$ with $a+b>0$. Put $D=(\kappa+a^2s^2)(\kappa+b^2s^2)$ and $B=\kappa|a-b|/(a+b)$. Since $|a^2-b^2|=|a-b|(a+b)$,

$$B-|F_m-F_{m'}|=\frac{\kappa|a-b|}{(a+b)D}\left[D-\kappa(a+b)^2s^2\right].$$

Expanding the bracket gives

$$\kappa^2+\kappa(a^2+b^2)s^2+a^2b^2s^4-\kappa(a^2+2ab+b^2)s^2=(\kappa-ab\,s^2)^2.$$

The gap is therefore $B(\kappa-ab\,s^2)^2/D$. The Lean proof makes the same substitution with `obtain`, evaluates the absolute value in `habs`, and replaces $|a-b|$ by a single symbol before the algebra is checked.

```lean
/-- For positive parameters, the amount by which the discrepancy of two PBE factors stays below
`κ |√m - √m'| / (√m + √m')` is that number times an explicit square over a positive
denominator. -/
theorem discrepancy_gap {κ m m' : ℝ} (hκ : 0 < κ) (hm : 0 < m) (hm' : 0 < m') (s : ℝ) :
    κ * |√m - √m'| / (√m + √m') - |pbeFactor κ m s - pbeFactor κ m' s| =
      κ * |√m - √m'| / (√m + √m') * (κ - √m * √m' * s ^ 2) ^ 2 /
        ((κ + m * s ^ 2) * (κ + m' * s ^ 2)) := by
  rw [pbeFactor_sub hκ hm hm' s]
  -- work with the square roots a, b of the two gradient constants
  obtain ⟨a, ha, rfl⟩ : ∃ a, 0 < a ∧ m = a ^ 2 :=
    ⟨√m, Real.sqrt_pos.2 hm, (Real.sq_sqrt hm.le).symm⟩
  obtain ⟨b, hb, rfl⟩ : ∃ b, 0 < b ∧ m' = b ^ 2 :=
    ⟨√m', Real.sqrt_pos.2 hm', (Real.sq_sqrt hm'.le).symm⟩
  rw [Real.sqrt_sq ha.le, Real.sqrt_sq hb.le]
  have hD : 0 < (κ + a ^ 2 * s ^ 2) * (κ + b ^ 2 * s ^ 2) := by positivity
  have habs : |κ ^ 2 * (a ^ 2 - b ^ 2) * s ^ 2 / ((κ + a ^ 2 * s ^ 2) * (κ + b ^ 2 * s ^ 2))| =
      κ ^ 2 * (|a - b| * (a + b)) * s ^ 2 /
        ((κ + a ^ 2 * s ^ 2) * (κ + b ^ 2 * s ^ 2)) := by
    rw [abs_div, abs_of_pos hD, abs_mul, abs_mul, abs_of_nonneg (sq_nonneg κ),
      abs_of_nonneg (sq_nonneg s), show a ^ 2 - b ^ 2 = (a - b) * (a + b) by ring,
      abs_mul, abs_of_pos (add_pos ha hb)]
  rw [habs]
  generalize |a - b| = t
  have h1 : κ + a ^ 2 * s ^ 2 ≠ 0 := by positivity
  have h2 : κ + b ^ 2 * s ^ 2 ≠ 0 := by positivity
  have h3 : a + b ≠ 0 := by positivity
  field_simp
  ring
```

Every factor in the gap is nonnegative, which gives the bound.

```lean
/-- For positive parameters, two PBE factors that differ only in the gradient constant differ
at every reduced gradient by at most `κ |√m - √m'| / (√m + √m')`. -/
theorem discrepancy_le {κ m m' : ℝ} (hκ : 0 < κ) (hm : 0 < m) (hm' : 0 < m') (s : ℝ) :
    |pbeFactor κ m s - pbeFactor κ m' s| ≤ κ * |√m - √m'| / (√m + √m') := by
  have hgap := discrepancy_gap hκ hm hm' s
  have hpos : 0 ≤ κ * |√m - √m'| / (√m + √m') * (κ - √m * √m' * s ^ 2) ^ 2 /
      ((κ + m * s ^ 2) * (κ + m' * s ^ 2)) := by positivity
  linarith
```

If one constant is negative and the other positive, one factor has a pole at a finite gradient while the other stays bounded, so no uniform bound exists.

## Different constants: where the discrepancy peaks

The hypothesis `hne : m ≠ m'` says that the codes really disagree. It makes $B>0$, so the gap vanishes exactly when $ab\,s^2=\kappa$. The real solutions are $s=\pm\sqrt{\kappa/(ab)}$. A physical reduced gradient is nonnegative, so the positive solution is the one at which the discrepancy reaches its maximum $B$. For $\kappa=0.804$ and two constants close to the PBE value $0.2195$, the peak lies at $s\approx1.91$.

In the forward direction, the proof assumes $ab\,s^2\ne\kappa$ and finds a strictly positive gap, contradicting equality. In the reverse direction, the square is zero and so is the gap.

```lean
/-- For positive parameters and two different gradient constants, the uniform bound is attained
exactly at the reduced gradients with `√m √m' s² = κ`. -/
theorem discrepancy_eq_iff {κ m m' : ℝ} (hκ : 0 < κ) (hm : 0 < m) (hm' : 0 < m')
    (hne : m ≠ m') (s : ℝ) :
    |pbeFactor κ m s - pbeFactor κ m' s| = κ * |√m - √m'| / (√m + √m') ↔
      √m * √m' * s ^ 2 = κ := by
  have hgap := discrepancy_gap hκ hm hm' s
  constructor
  · intro h
    by_contra hc
    -- away from the critical gradient the gap is strictly positive
    have hroot : √m - √m' ≠ 0 :=
      sub_ne_zero.2 fun h' => hne ((Real.sqrt_inj hm.le hm'.le).1 h')
    have hB : 0 < κ * |√m - √m'| / (√m + √m') :=
      div_pos (mul_pos hκ (abs_pos.2 hroot))
        (add_pos (Real.sqrt_pos.2 hm) (Real.sqrt_pos.2 hm'))
    have hz : κ - √m * √m' * s ^ 2 ≠ 0 := sub_ne_zero.2 fun h' => hc h'.symm
    have hsq : 0 < (κ - √m * √m' * s ^ 2) ^ 2 :=
      lt_of_le_of_ne (sq_nonneg _) (pow_ne_zero 2 hz).symm
    have hD : 0 < (κ + m * s ^ 2) * (κ + m' * s ^ 2) := by positivity
    have hpos := div_pos (mul_pos hB hsq) hD
    linarith
  · intro h
    have hz : κ - √m * √m' * s ^ 2 = 0 := by linarith
    rw [hz, zero_pow two_ne_zero, mul_zero, zero_div] at hgap
    linarith
```

If $m=m'$, both sides of the bound are zero at every $s$, and equality no longer singles out a gradient.

A simpler but weaker bound uses the geometric mean of the constants. Writing $B=\kappa|a^2-b^2|/(a+b)^2$ and using $(a+b)^2-4ab=(a-b)^2\ge0$,

$$B\le\frac{\kappa|m-m'|}{4\sqrt{mm'}}.$$

Here positivity of both constants keeps the new denominator away from zero. After cross-multiplication, `nlinarith` needs only that $\kappa|a-b|(a-b)^2$ is nonnegative.

```lean
/-- For positive parameters, the discrepancy of two PBE factors is at most `κ |m - m'|` divided
by four times the geometric mean of the gradient constants. -/
theorem discrepancy_le_geometric_mean {κ m m' : ℝ} (hκ : 0 < κ) (hm : 0 < m) (hm' : 0 < m')
    (s : ℝ) :
    |pbeFactor κ m s - pbeFactor κ m' s| ≤ κ * |m - m'| / (4 * √(m * m')) := by
  refine (discrepancy_le hκ hm hm' s).trans ?_
  obtain ⟨a, ha, rfl⟩ : ∃ a, 0 < a ∧ m = a ^ 2 :=
    ⟨√m, Real.sqrt_pos.2 hm, (Real.sq_sqrt hm.le).symm⟩
  obtain ⟨b, hb, rfl⟩ : ∃ b, 0 < b ∧ m' = b ^ 2 :=
    ⟨√m', Real.sqrt_pos.2 hm', (Real.sq_sqrt hm'.le).symm⟩
  have hab : 0 < a * b := mul_pos ha hb
  rw [Real.sqrt_sq ha.le, Real.sqrt_sq hb.le, ← mul_pow, Real.sqrt_sq hab.le,
    show a ^ 2 - b ^ 2 = (a - b) * (a + b) by ring, abs_mul, abs_of_pos (add_pos ha hb),
    div_le_div_iff₀ (add_pos ha hb) (by positivity)]
  -- what remains is 4ab ≤ (a + b)²
  have ht : 0 ≤ κ * |a - b| := by positivity
  nlinarith [mul_nonneg ht (sq_nonneg (a - b))]
```

## One finite grid and one density: the energy error

`Fintype ι` says that the grid has finitely many points. Both energies use the same `w`, `e` and `s`, which means the same grid and the same density. By hand, the triangle inequality gives

$$|E_m-E_{m'}|\le\sum_i|w_ie_i|\,|F_m(s_i)-F_{m'}(s_i)|\le B\sum_i|w_ie_i|,$$

where $E_m$ is the grid energy with constant $m$. The proof combines the two sums, applies `Finset.abs_sum_le_sum_abs`, and bounds each term by `discrepancy_le`. No sign is assumed for the weights or energy densities.

```lean
/-- For positive parameters, changing the gradient constant from `m` to `m'` changes the grid
exchange energy by at most `κ |√m - √m'| / (√m + √m')` times the sum of the absolute weighted
uniform-gas contributions. -/
theorem gridExchange_discrepancy_le {ι : Type*} [Fintype ι] (w e s : ι → ℝ) {κ m m' : ℝ}
    (hκ : 0 < κ) (hm : 0 < m) (hm' : 0 < m') :
    |gridExchange w e s κ m - gridExchange w e s κ m'| ≤
      κ * |√m - √m'| / (√m + √m') * ∑ i, |w i * e i| := by
  unfold gridExchange
  rw [← Finset.sum_sub_distrib, Finset.mul_sum]
  refine (Finset.abs_sum_le_sum_abs _ _).trans (Finset.sum_le_sum fun i _ => ?_)
  rw [← mul_sub, abs_mul, mul_comm |w i * e i|]
  exact mul_le_mul_of_nonneg_right (discrepancy_le hκ hm hm' (s i)) (abs_nonneg _)
```

For comparisons between codes, this limits the exchange-energy difference due to the constant alone, at fixed density on a shared finite grid. If each code converges its own density, the inputs differ too, and the estimate does not include that response. Nor does it include floating-point rounding or the error of the quadrature itself.

## The truncated value 0.21951

PBE sets $\mu=\beta\pi^2/3$, where $\beta$ is the gradient coefficient of its correlation energy. With $\kappa=0.804$, take $m'=0.2195149727645171$, a long decimal value of this constant, and $m=0.21951$, its truncation to five decimals. Then $|m-m'|\le4.98\times10^{-6}$ and $\sqrt{mm'}\ge0.21951$, so the geometric-mean bound gives

$$|F_m(s)-F_{m'}(s)|\le\frac{0.804\times4.98\times10^{-6}}{4\times0.21951}<5\times10^{-6}.$$

The proof establishes these two estimates as `habs` and `hroot`, and `linarith` combines them. All three positivity hypotheses are discharged by `norm_num`.

```lean
/-- With `κ = 0.804`, the gradient constants `0.21951` and `0.2195149727645171` give PBE factors
that differ by at most `5 × 10⁻⁶` at every reduced gradient. -/
theorem truncated_constant_discrepancy (s : ℝ) :
    |pbeFactor 0.804 0.21951 s - pbeFactor 0.804 0.2195149727645171 s| ≤ 0.000005 := by
  refine (discrepancy_le_geometric_mean (by norm_num) (by norm_num) (by norm_num) s).trans ?_
  have hroot : (0.21951 : ℝ) ≤ √(0.21951 * 0.2195149727645171) :=
    (Real.le_sqrt' (by norm_num)).2 (by norm_num)
  have habs : |(0.21951 : ℝ) - 0.2195149727645171| ≤ 0.00000498 := by
    rw [abs_le]
    constructor <;> norm_num
  rw [div_le_iff₀ (by positivity)]
  linarith

end

end PBEGradientConstant
```

```lean
#print axioms PBEGradientConstant.pbeFactor_sub
-- 'PBEGradientConstant.pbeFactor_sub' depends on axioms: [propext, Classical.choice, Quot.sound]
#print axioms PBEGradientConstant.discrepancy_eq_iff
-- 'PBEGradientConstant.discrepancy_eq_iff' depends on axioms: [propext, Classical.choice, Quot.sound]
#print axioms PBEGradientConstant.gridExchange_discrepancy_le
-- 'PBEGradientConstant.gridExchange_discrepancy_le' depends on axioms: [propext, Classical.choice, Quot.sound]
#print axioms PBEGradientConstant.truncated_constant_discrepancy
-- 'PBEGradientConstant.truncated_constant_discrepancy' depends on axioms: [propext, Classical.choice, Quot.sound]
```

## Two Langmuir isotherms

The same argument compares Langmuir coverages $\theta_K(p)=Kp/(1+Kp)$ at pressure $p\ge0$ for equilibrium constants $K,K'>0$. Setting $\kappa=1$, $\mu=K$ and $s^2=p$ turns $F_\mu-1$ into $\theta_K$, and hence

$$|\theta_K(p)-\theta_{K'}(p)|\le\frac{|\sqrt K-\sqrt{K'}|}{\sqrt K+\sqrt{K'}}.$$

For $K\ne K'$, the largest difference occurs at $p=1/\sqrt{KK'}$.
